# With a nonzero gradient, a larger metric scale shortens the minimising RFO step

In a geometry optimisation started far from a minimum, the Hessian may have negative curvature and a Newton step may be uphill or far too long. Rational function optimisation (RFO) shifts the Hessian by an amount that depends on the step itself. A restricted-step method can raise a metric scale a to shorten the step, but the shift then changes too, so the effect on the length needs an argument.

## The model and its step

Displacements live in a real inner product space E, of any dimension. In orthonormal coordinates, ⟨x,y⟩ is xᵀy.

In Lean 4 with Mathlib:

```lean
import Mathlib

open scoped InnerProductSpace

namespace RestrictedStepRFO

noncomputable section

variable {E : Type*} [NormedAddCommGroup E] [InnerProductSpace ℝ E]
```

Let g be the gradient and H the Hessian, a linear map on E. The rational model of the energy change is

m(x) = (⟨g,x⟩ + ½⟨x,Hx⟩) / (1 + a‖x‖²).

The scale a > 0 sets how strongly long displacements are damped, equally in all directions.

```lean
/-- The rational model of the energy change for a displacement `x`, with gradient `g`,
Hessian `H` and metric scale `a`. -/
def rationalModel (H : E →ₗ[ℝ] E) (g : E) (a : ℝ) (x : E) : ℝ :=
  (⟪g, x⟫_ℝ + ⟪x, H x⟫_ℝ / 2) / (1 + a * ‖x‖ ^ 2)
```

A step s has slope t = ⟨g,s⟩ and satisfies

(H − a t)s = −g, with H − a t positive definite.

These are the fields `newton` and `pos` of `IsRFOStep`. They describe a minimisation step, not a saddle-point search. That such a step exists is a hypothesis throughout.

```lean
/-- `s` is an RFO step at metric scale `a`: it solves the level-shifted Newton equation with
the self-consistent shift `a ⟪g, s⟫`, and the shifted Hessian is positive definite. -/
structure IsRFOStep (H : E →ₗ[ℝ] E) (g : E) (a : ℝ) (s : E) : Prop where
  newton : H s - (a * ⟪g, s⟫_ℝ) • s = -g
  pos : ∀ x : E, x ≠ 0 → 0 < ⟪x, H x - (a * ⟪g, s⟫_ℝ) • x⟫_ℝ
```

Pairing the step equation with s gives ⟨s,Hs⟩ = a t‖s‖² − t. The numerator of m(s) is therefore ½t(1 + a‖s‖²), and

m(s) = t/2.

In the code, `congrArg` does the pairing and `linear_combination` the algebra.

```lean
variable {H : E →ₗ[ℝ] E} {g s s₁ s₂ : E} {a a₁ a₂ : ℝ}

/-- At an RFO step the rational model equals half the slope `⟪g, s⟫`. -/
theorem rationalModel_step (ha : 0 < a) (h : IsRFOStep H g a s) :
    rationalModel H g a s = ⟪g, s⟫_ℝ / 2 := by
  have hne : 1 + a * ‖s‖ ^ 2 ≠ 0 := by positivity
  have e := congrArg (fun v => ⟪s, v⟫_ℝ) h.newton
  simp only [inner_sub_right, real_inner_smul_right, inner_neg_right] at e
  rw [real_inner_self_eq_norm_sq s] at e
  have c : ⟪s, g⟫_ℝ = ⟪g, s⟫_ℝ := real_inner_comm _ _
  unfold rationalModel
  rw [div_eq_iff hne]
  linear_combination e / 2 - c / 2
```

Now let H be symmetric, ⟨Hx,y⟩ = ⟨x,Hy⟩, which is `H.IsSymmetric`. Completing the square gives

m(x) − t/2 = ½⟨x − s, (H − a t)(x − s)⟩ / (1 + a‖x‖²).

This is positive for x ≠ s, so s is the strict global minimiser of the model. The proof expands the same quadratic form and clears the positive denominator.

```lean
/-- An RFO step is the strict global minimiser of the rational model. -/
theorem rationalModel_step_lt (hH : H.IsSymmetric) (ha : 0 < a) (h : IsRFOStep H g a s)
    {x : E} (hx : x ≠ s) : rationalModel H g a s < rationalModel H g a x := by
  have hpos : 0 < 1 + a * ‖x‖ ^ 2 := by positivity
  -- the shifted quadratic form of `x - s` is positive; expand it
  have p := h.pos (x - s) (sub_ne_zero.2 hx)
  simp only [map_sub, smul_sub, inner_sub_left, inner_sub_right,
    real_inner_smul_right] at p
  have e₁ := congrArg (fun v => ⟪x, v⟫_ℝ) h.newton
  have e₂ := congrArg (fun v => ⟪s, v⟫_ℝ) h.newton
  simp only [inner_sub_right, real_inner_smul_right, inner_neg_right] at e₁ e₂
  have c₁ : ⟪s, H x⟫_ℝ = ⟪x, H s⟫_ℝ := (hH s x).symm.trans (real_inner_comm _ _)
  have c₂ : ⟪s, x⟫_ℝ = ⟪x, s⟫_ℝ := real_inner_comm _ _
  have c₃ : ⟪x, g⟫_ℝ = ⟪g, x⟫_ℝ := real_inner_comm _ _
  have c₄ : ⟪s, g⟫_ℝ = ⟪g, s⟫_ℝ := real_inner_comm _ _
  rw [c₁, c₂, real_inner_self_eq_norm_sq x] at p
  rw [c₃] at e₁
  rw [c₄] at e₂
  rw [rationalModel_step ha h]
  unfold rationalModel
  rw [lt_div_iff₀ hpos]
  linarith
```

If g ≠ 0, then s ≠ 0, since s = 0 would turn the step equation into g = 0. Positive definiteness then gives

0 < ⟨s,(H − a t)s⟩ = −t,

so the step points downhill.

```lean
/-- For a nonzero gradient the RFO step is nonzero and points downhill. -/
theorem step_descends (hg : g ≠ 0) (h : IsRFOStep H g a s) :
    s ≠ 0 ∧ ⟪g, s⟫_ℝ < 0 := by
  have hs : s ≠ 0 := by
    intro h0
    have e := h.newton
    rw [h0, map_zero, smul_zero, sub_zero] at e
    exact hg (neg_eq_zero.1 e.symm)
  have p := h.pos s hs
  rw [h.newton, inner_neg_right] at p
  have c : ⟪s, g⟫_ℝ = ⟪g, s⟫_ℝ := real_inner_comm _ _
  exact ⟨hs, by linarith⟩
```

## Comparing two scales

Let g ≠ 0, and let s₁, s₂ be steps at scales a₁, a₂ for the same H and g, with slopes tᵢ = ⟨g,sᵢ⟩ and shifts λᵢ = aᵢtᵢ. Suppose first that λ₂ < λ₁. Subtracting the step equations gives

(H − λ₁)(s₁ − s₂) = (λ₁ − λ₂)s₂.

The right side is nonzero, so s₁ ≠ s₂. Pairing with s₁ − s₂ and using positive definiteness yields

⟨s₂, s₁ − s₂⟩ > 0.

The subtracted equation is `key` in the code.

```lean
/-- If the second step has the lower (more negative) self-consistent shift, it has positive
overlap with the difference of the two steps. -/
theorem overlap_difference_pos (hg : g ≠ 0) (h₁ : IsRFOStep H g a₁ s₁)
    (h₂ : IsRFOStep H g a₂ s₂) (hlt : a₂ * ⟪g, s₂⟫_ℝ < a₁ * ⟪g, s₁⟫_ℝ) :
    0 < ⟪s₂, s₁ - s₂⟫_ℝ := by
  -- subtract the two Newton equations
  have key : H (s₁ - s₂) - (a₁ * ⟪g, s₁⟫_ℝ) • (s₁ - s₂)
      = (a₁ * ⟪g, s₁⟫_ℝ - a₂ * ⟪g, s₂⟫_ℝ) • s₂ := by
    rw [map_sub]
    linear_combination (norm := module) h₁.newton - h₂.newton
  have hd : s₁ - s₂ ≠ 0 := by
    intro hd
    rw [hd, map_zero, smul_zero, sub_zero] at key
    rcases smul_eq_zero.1 key.symm with h0 | h0
    · linarith
    · exact (step_descends hg h₂).1 h0
  have p := h₁.pos (s₁ - s₂) hd
  rw [key, real_inner_smul_right] at p
  rw [real_inner_comm (s₁ - s₂) s₂]
  exact (mul_pos_iff_of_pos_left (sub_pos.2 hlt)).1 p
```

Next, pair the first step equation with s₂ and the second with s₁. Symmetry cancels the Hessian terms on subtraction:

t₁ − t₂ = (λ₂ − λ₁)⟨s₁,s₂⟩.

```lean
/-- The first slope minus the second equals the second shift minus the first, times the overlap of
the two RFO steps. -/
theorem slope_difference (hH : H.IsSymmetric) (h₁ : IsRFOStep H g a₁ s₁)
    (h₂ : IsRFOStep H g a₂ s₂) :
    ⟪g, s₁⟫_ℝ - ⟪g, s₂⟫_ℝ
      = (a₂ * ⟪g, s₂⟫_ℝ - a₁ * ⟪g, s₁⟫_ℝ) * ⟪s₁, s₂⟫_ℝ := by
  have e₁ := congrArg (fun v => ⟪v, s₂⟫_ℝ) h₁.newton
  have e₂ := congrArg (fun v => ⟪s₁, v⟫_ℝ) h₂.newton
  simp only [inner_sub_left, real_inner_smul_left, inner_neg_left] at e₁
  simp only [inner_sub_right, real_inner_smul_right, inner_neg_right] at e₂
  have hs : ⟪H s₁, s₂⟫_ℝ = ⟪s₁, H s₂⟫_ℝ := hH s₁ s₂
  have c : ⟪s₁, g⟫_ℝ = ⟪g, s₁⟫_ℝ := real_inner_comm _ _
  linear_combination e₂ - e₁ - c + hs
```

The order of the shifts can now be derived. Let 0 < a₁ < a₂ and suppose, for contradiction, that λ₁ ≤ λ₂. If they are equal, the last identity gives t₁ = t₂. If λ₁ < λ₂, the overlap result with the steps exchanged gives ⟨s₁,s₂⟩ > ‖s₁‖² ≥ 0, hence t₂ < t₁. Either way t₂ ≤ t₁, and since t₂ < 0,

λ₂ = a₂t₂ < a₁t₂ ≤ a₁t₁ = λ₁,

a contradiction. Thus λ₂ < λ₁.

```lean
/-- For a nonzero gradient and symmetric `H`, increasing a positive metric scale strictly lowers the
self-consistent shift `a ⟪g, s⟫`. -/
theorem shift_strictly_lowers (hH : H.IsSymmetric) (hg : g ≠ 0) (ha₁ : 0 < a₁)
    (ha : a₁ < a₂) (h₁ : IsRFOStep H g a₁ s₁) (h₂ : IsRFOStep H g a₂ s₂) :
    a₂ * ⟪g, s₂⟫_ℝ < a₁ * ⟪g, s₁⟫_ℝ := by
  by_contra hcon
  have hle := le_of_not_gt hcon
  have d := slope_difference hH h₁ h₂
  -- otherwise the second slope would be at least as steep as the first
  have ht : ⟪g, s₂⟫_ℝ ≤ ⟪g, s₁⟫_ℝ := by
    rcases eq_or_lt_of_le hle with heq | hlt
    · rw [heq, sub_self, zero_mul] at d
      linarith
    · have p := overlap_difference_pos hg h₂ h₁ hlt
      rw [inner_sub_right] at p
      have q : 0 ≤ ⟪s₁, s₁⟫_ℝ := real_inner_self_nonneg
      have r := mul_pos (sub_pos.2 hlt) (show 0 < ⟪s₁, s₂⟫_ℝ by linarith)
      linarith
  have u := mul_lt_mul_of_neg_right ha (step_descends hg h₂).2
  have v := mul_le_mul_of_nonneg_left ht ha₁.le
  linarith
```

The overlap inequality and Cauchy–Schwarz now give

‖s₂‖² < ⟨s₂,s₁⟩ ≤ ‖s₂‖‖s₁‖,

and therefore ‖s₂‖ < ‖s₁‖.

```lean
/-- For a nonzero gradient and symmetric `H`, increasing a positive metric scale strictly shortens
the RFO step. -/
theorem norm_step_strictly_decreases (hH : H.IsSymmetric) (hg : g ≠ 0) (ha₁ : 0 < a₁)
    (ha : a₁ < a₂) (h₁ : IsRFOStep H g a₁ s₁) (h₂ : IsRFOStep H g a₂ s₂) :
    ‖s₂‖ < ‖s₁‖ := by
  have p := overlap_difference_pos hg h₁ h₂ (shift_strictly_lowers hH hg ha₁ ha h₁ h₂)
  rw [inner_sub_right, real_inner_self_eq_norm_mul_norm s₂] at p
  -- Cauchy-Schwarz turns the overlap into a product of lengths
  have q := real_inner_le_norm s₂ s₁
  exact lt_of_mul_lt_mul_left (show ‖s₂‖ * ‖s₂‖ < ‖s₂‖ * ‖s₁‖ by linarith) (norm_nonneg s₂)
```

The same overlap is positive, so the slope identity gives t₁ < t₂ < 0. Because m(s) = t/2, the shorter step also has a smaller predicted energy lowering, each measured in the model at its own scale.

```lean
/-- For a nonzero gradient and symmetric `H`, increasing a positive metric scale makes the signed
slope `⟪g, s⟫` of the RFO step strictly larger. -/
theorem slope_strictly_increases (hH : H.IsSymmetric) (hg : g ≠ 0) (ha₁ : 0 < a₁)
    (ha : a₁ < a₂) (h₁ : IsRFOStep H g a₁ s₁) (h₂ : IsRFOStep H g a₂ s₂) :
    ⟪g, s₁⟫_ℝ < ⟪g, s₂⟫_ℝ := by
  have hlt := shift_strictly_lowers hH hg ha₁ ha h₁ h₂
  have p := overlap_difference_pos hg h₁ h₂ hlt
  rw [inner_sub_right, real_inner_comm s₁ s₂] at p
  have q : 0 ≤ ⟪s₂, s₂⟫_ℝ := real_inner_self_nonneg
  have r := mul_pos (sub_pos.2 hlt) (show 0 < ⟪s₁, s₂⟫_ℝ by linarith)
  have d := slope_difference hH h₁ h₂
  linarith
```

## One scale for a given length

If two steps for the same H and the same nonzero g have equal length, neither scale can be the larger. At equal scales, two different steps would each lie strictly below the other in the same model. Both scale and step therefore agree. For a search over a in a molecular optimiser, this means that at most one positive scale gives a chosen trust radius, for fixed H and nonzero g; whether one does is left open.

```lean
/-- For a symmetric `H` and a nonzero gradient `g`, two RFO steps of equal length at positive metric
scales have the same scale and are the same step. -/
theorem step_unique_of_norm_eq (hH : H.IsSymmetric) (hg : g ≠ 0) (ha₁ : 0 < a₁)
    (ha₂ : 0 < a₂) (h₁ : IsRFOStep H g a₁ s₁) (h₂ : IsRFOStep H g a₂ s₂)
    (hn : ‖s₁‖ = ‖s₂‖) : a₁ = a₂ ∧ s₁ = s₂ := by
  rcases lt_trichotomy a₁ a₂ with hlt | heq | hgt
  · exact absurd hn (norm_step_strictly_decreases hH hg ha₁ hlt h₁ h₂).ne'
  · subst heq
    refine ⟨rfl, ?_⟩
    by_contra hne
    -- each step would lie strictly below the other in the rational model
    exact lt_asymm (rationalModel_step_lt hH ha₁ h₁ (Ne.symm hne))
      (rationalModel_step_lt hH ha₁ h₂ hne)
  · exact absurd hn (norm_step_strictly_decreases hH hg ha₂ hgt h₂ h₁).ne
```

## One dimension with negative curvature

The smallest case is a single coordinate. Take H = −1 and g = 1:

a₁ = 3/4, s₁ = −2, λ₁ = −3/2, H − λ₁ = 1/2
a₂ = 10/9, s₂ = −3/2, λ₂ = −5/3, H − λ₂ = 2/3

Both shifted curvatures are positive, both products (H − λᵢ)sᵢ equal −1, and the larger scale has the shorter step. The theorem verifies symmetry and both fields of `IsRFOStep` for each displacement.

```lean
/-- In one dimension with curvature `-1` and gradient `1`, the displacements `-2` and `-3/2`
are RFO steps at metric scales `3/4` and `10/9`. -/
theorem isRFOStep_witness :
    (-LinearMap.id : ℝ →ₗ[ℝ] ℝ).IsSymmetric ∧
    IsRFOStep (-LinearMap.id : ℝ →ₗ[ℝ] ℝ) 1 (3 / 4) (-2) ∧
    IsRFOStep (-LinearMap.id : ℝ →ₗ[ℝ] ℝ) 1 (10 / 9) (-3 / 2) := by
  have hi : ∀ x y : ℝ, ⟪x, y⟫_ℝ = x * y := fun x y => by simp [mul_comm]
  refine ⟨?_, ⟨?_, ?_⟩, ⟨?_, ?_⟩⟩
  · intro x y
    simp only [hi, LinearMap.neg_apply, LinearMap.id_apply]
    ring
  · simp only [hi, LinearMap.neg_apply, LinearMap.id_apply, smul_eq_mul]
    norm_num
  · intro x hx
    have hx2 : 0 < x ^ 2 := by positivity
    simp only [hi, LinearMap.neg_apply, LinearMap.id_apply, smul_eq_mul]
    nlinarith
  · simp only [hi, LinearMap.neg_apply, LinearMap.id_apply, smul_eq_mul]
    norm_num
  · intro x hx
    have hx2 : 0 < x ^ 2 := by positivity
    simp only [hi, LinearMap.neg_apply, LinearMap.id_apply, smul_eq_mul]
    nlinarith

end

end RestrictedStepRFO
```

```lean
#print axioms RestrictedStepRFO.norm_step_strictly_decreases
-- 'RestrictedStepRFO.norm_step_strictly_decreases' depends on axioms: [propext, Classical.choice, Quot.sound]
#print axioms RestrictedStepRFO.slope_strictly_increases
-- 'RestrictedStepRFO.slope_strictly_increases' depends on axioms: [propext, Classical.choice, Quot.sound]
#print axioms RestrictedStepRFO.step_unique_of_norm_eq
-- 'RestrictedStepRFO.step_unique_of_norm_eq' depends on axioms: [propext, Classical.choice, Quot.sound]
```
